# Dixon's binomial identity and the Clebsch-Gordan coefficients ⟨l₁ 0 l₂ 0 | l₃ 0⟩ with even l₁ + l₂ + l₃

Computed term by term, a Clebsch-Gordan coefficient with all projections zero can lose every digit. Racah's formula gives it as an alternating sum. For l₁ = l₂ = l₃ = 200, the largest term of that sum, written with binomials, exceeds the total by a factor of roughly 10³⁶, far more than double precision can absorb. Nor does the sum show whether the coefficient vanishes. For even l₁ + l₂ + l₃ within the triangle condition, a closed form settles both points: it is a single product, with no alternating sum, and it is never zero. For l₁ = l₂ = l₃ = 200 its factorials exceed the range of double precision, but it can be evaluated through their logarithms.

These coefficients enter the integral of three spherical harmonics, and so the angular part of Coulomb matrix elements between orbitals centred on the same atom; the closed form serves the even-sum triples there.

## Binomials on all integers and Racah's sum

```lean
import Mathlib

open scoped Nat

namespace ZeroProjectionClebschGordan

noncomputable section
```

In the code, `(n)!` is the factorial of a natural number, and `(l₃ : ℝ)` is the natural number l₃ read as a real.

```lean
/-- The binomial coefficient C(n, m) with an integer lower index, equal to zero for m < 0
and for m > n. -/
def binom (n : ℕ) (m : ℤ) : ℝ := if 0 ≤ m then (n.choose m.toNat : ℝ) else 0
```

`binom n m` is C(n, m) with an integer lower index, zero outside the row 0 ≤ m ≤ n. Sums can then run over all integers without boundary terms.

```lean
/-- The summand (-1)^k C(2a, a+k) C(2b, b+k) C(2c, c+k). -/
def summand (a b c : ℕ) (k : ℤ) : ℝ :=
  (-1 : ℝ) ^ k * binom (2 * a) (a + k) * binom (2 * b) (b + k) * binom (2 * c) (c + k)
```

For naturals a, b, c and an integer k, this is

T(k) = (-1)ᵏ C(2a, a+k) C(2b, b+k) C(2c, c+k).

The letters a, b, c are not angular momenta. They are related to them by l₁ = b+c, l₂ = c+a, l₃ = a+b, which reaches exactly the triples with even sum that satisfy the triangle condition.

```lean
/-- The Clebsch-Gordan coefficient ⟨l₁ 0 l₂ 0 | l₃ 0⟩ given by Racah's single sum, written with
binomials, for l₁, l₂, l₃ that satisfy the triangle condition. -/
def cgZero (l₁ l₂ l₃ : ℕ) : ℝ :=
  √((2 * (l₃ : ℝ) + 1) * (l₂ + l₃ - l₁)! * (l₁ + l₃ - l₂)! * (l₁ + l₂ - l₃)!
      / (l₁ + l₂ + l₃ + 1)!)
    * ((l₁)! * (l₂)! * (l₃)!)
    * (∑ᶠ t : ℤ, (-1 : ℝ) ^ t * binom (l₁ + l₂ - l₃) t * binom (l₁ + l₃ - l₂) (l₁ - t)
        * binom (l₂ + l₃ - l₁) (l₂ - t))
    / ((l₂ + l₃ - l₁)! * (l₁ + l₃ - l₂)! * (l₁ + l₂ - l₃)!)
```

`cgZero` is Racah's formula at zero projections, with the factorials in its denominators gathered into binomials. The symbol `∑ᶠ` is a sum over all integers with finitely many nonzero terms. Subtraction of naturals stops at zero in Lean, so the definition is meaningful only under the triangle condition. That Racah's formula equals the overlap of coupled and uncoupled states, in the Condon-Shortley phase convention, is taken as the definition and not derived.

## Ratios of neighbouring binomials

```lean
lemma binom_natCast (n m : ℕ) : binom n (m : ℤ) = n.choose m := by
  simp [binom]
```

At a natural lower index, `binom` is the ordinary binomial coefficient.

```lean
lemma binom_neg (n : ℕ) {m : ℤ} (h : m < 0) : binom n m = 0 :=
  if_neg (not_le_of_gt h)
```

It vanishes below the row.

```lean
lemma binom_gt (n : ℕ) {m : ℤ} (h : (n : ℤ) < m) : binom n m = 0 := by
  lift m to ℕ using (by omega)
  rw [binom_natCast, Nat.choose_eq_zero_of_lt (by omega), Nat.cast_zero]
```

It also vanishes above the row.

```lean
lemma binom_symm (n : ℕ) (m : ℤ) : binom n (n - m) = binom n m := by
  rcases lt_or_ge m 0 with h | h
  · rw [binom_neg n h, binom_gt n (by omega)]
  rcases lt_or_ge (n : ℤ) m with h' | h'
  · rw [binom_gt n h', binom_neg n (by omega)]
  lift m to ℕ using h
  have hm : m ≤ n := by omega
  rw [← Nat.cast_sub hm, binom_natCast, binom_natCast, Nat.choose_symm hm]
```

The reflection C(n, n-m) = C(n, m) holds for every integer m. The proof treats the two outside regions first, then uses `lift` to turn m into a natural number.

```lean
lemma binom_succ (n : ℕ) (m : ℤ) :
    ((m : ℝ) + 1) * binom n (m + 1) = ((n : ℝ) - m) * binom n m := by
  rcases lt_or_ge m 0 with h | h
  · rw [binom_neg n h]
    rcases eq_or_ne m (-1) with rfl | h'
    · simp
    · rw [binom_neg n (by omega : m + 1 < 0)]; simp
  lift m to ℕ using h
  have key : (n.choose (m + 1) : ℝ) * ((m : ℝ) + 1) = n.choose m * ((n : ℝ) - m) := by
    rcases le_or_gt m n with hm | hm
    · rw [← Nat.cast_sub hm]
      exact_mod_cast Nat.choose_succ_right_eq n m
    · simp [Nat.choose_eq_zero_of_lt hm, Nat.choose_eq_zero_of_lt (by omega : n < m + 1)]
  rw [binom_natCast, show (m : ℤ) + 1 = ((m + 1 : ℕ) : ℤ) by simp, binom_natCast,
    Int.cast_natCast]
  linarith
```

This is (m+1) C(n, m+1) = (n-m) C(n, m). At m = -1 the factor m+1 removes the only term that could cause trouble.

```lean
lemma binom_absorb (n : ℕ) (m : ℤ) :
    ((m : ℝ) + 1) * binom (n + 1) (m + 1) = ((n : ℝ) + 1) * binom n m := by
  rcases lt_or_ge m 0 with h | h
  · rw [binom_neg n h]
    rcases eq_or_ne m (-1) with rfl | h'
    · simp
    · rw [binom_neg (n + 1) (by omega : m + 1 < 0)]; simp
  lift m to ℕ using h
  have key : ((n : ℝ) + 1) * n.choose m = (n + 1).choose (m + 1) * ((m : ℝ) + 1) := by
    exact_mod_cast Nat.add_one_mul_choose_eq n m
  rw [binom_natCast, show (m : ℤ) + 1 = ((m + 1 : ℕ) : ℤ) by simp, binom_natCast,
    Int.cast_natCast]
  linarith
```

This is (m+1) C(n+1, m+1) = (n+1) C(n, m), which connects two rows.

```lean
lemma binom_step (a : ℕ) (k : ℤ) :
    ((a : ℝ) + k + 1) * binom (2 * a) (a + (k + 1)) = ((a : ℝ) - k) * binom (2 * a) (a + k) := by
  have h := binom_succ (2 * a) (a + k)
  rw [← add_assoc (a : ℤ) k 1]
  push_cast at h
  linear_combination h
```

Setting n = 2a and m = a+k in the neighbour relation gives

(a+k+1) C(2a, a+k+1) = (a-k) C(2a, a+k).

`linear_combination` checks that the goal follows algebraically from the equations named.

```lean
lemma binom_row (a : ℕ) (k : ℤ) :
    ((a : ℝ) + 1 + k) * ((a : ℝ) + 1 - k) * binom (2 * (a + 1)) ((a + 1 : ℕ) + k)
      = (2 * a + 2) * (2 * a + 1) * binom (2 * a) (a + k) := by
  have h1 := binom_absorb (2 * a + 1) (a + k)
  have h2 := binom_absorb (2 * a) (a + k)
  have h3 := binom_succ (2 * a + 1) (a + k)
  rw [show 2 * (a + 1) = 2 * a + 1 + 1 by ring,
    show ((a + 1 : ℕ) : ℤ) + k = a + k + 1 by push_cast; ring]
  push_cast at h1 h2 h3
  linear_combination ((a : ℝ) + 1 - k) * h1 + (2 * (a : ℝ) + 2) * (h2 - h3)
```

Rows 2a and 2a+2 are related in two steps:

(a+1+k) C(2a+2, a+1+k) = (2a+2) C(2a+1, a+k)
(a+1-k) C(2a+1, a+k) = (2a+1) C(2a, a+k).

The second follows by equating two expressions for (a+k+1) C(2a+1, a+k+1), one from `binom_absorb` with n = 2a and one from `binom_succ` with n = 2a+1. Multiplying the first by a+1-k and inserting the second gives the lemma.

```lean
lemma binom_center (b : ℕ) : binom (2 * b) ((b : ℤ) + 0) = (2 * b)! / ((b)! * (b)!) := by
  rw [add_zero, binom_natCast, two_mul, Nat.cast_add_choose]
```

The central entry is C(2b, b) = (2b)!/(b!)².

```lean
lemma summand_zero (a b c : ℕ) {k : ℤ} (h : k < -a ∨ a < k) : summand a b c k = 0 := by
  have h0 : binom (2 * a) (a + k) = 0 := by
    rcases h with h | h
    · exact binom_neg _ (by omega)
    · exact binom_gt _ (by omega)
  simp [summand, h0]
```

T(k) vanishes for |k| > a, because its first binomial does.

```lean
lemma finite_support (g : ℤ → ℝ) (a b c : ℕ) :
    (Function.support fun k => g k * summand a b c k).Finite := by
  refine (Set.finite_Icc (-(a : ℤ)) a).subset fun k hk => ?_
  by_contra h
  rw [Set.mem_Icc] at h
  exact hk (by simp [summand_zero a b c (k := k) (by omega)])
```

Hence T(k), multiplied by any weight g(k), has finitely many nonzero terms. This permits splitting sums below.

## A recursion in a closes the sum

```lean
/-- Neighbouring summands are related by a ratio of cubic polynomials in k, written here
without division. -/
theorem summand_succ (a b c : ℕ) (k : ℤ) :
    ((a : ℝ) + k + 1) * (b + k + 1) * (c + k + 1) * summand a b c (k + 1)
      = -(((a : ℝ) - k) * (b - k) * (c - k)) * summand a b c k := by
  unfold summand
  rw [zpow_add_one₀ (by norm_num)]
  calc _ = -(-1 : ℝ) ^ k * (((a : ℝ) + k + 1) * binom (2 * a) (a + (k + 1)))
        * (((b : ℝ) + k + 1) * binom (2 * b) (b + (k + 1)))
        * (((c : ℝ) + k + 1) * binom (2 * c) (c + (k + 1))) := by ring
    _ = _ := by rw [binom_step, binom_step, binom_step]; ring
```

Multiplying the neighbour relations for a, b and c, with one sign from (-1)ᵏ⁺¹, gives

(a+k+1)(b+k+1)(c+k+1) T(k+1) = -(a-k)(b-k)(c-k) T(k).

```lean
/-- Raising a by one multiplies the alternating sum by
2(2a+1)(a+b+c+1)/((a+b+1)(a+c+1)). -/
theorem sum_recursion (a b c : ℕ) :
    ((a : ℝ) + 1 + b) * (a + 1 + c) * ∑ᶠ k : ℤ, summand (a + 1) b c k
      = 2 * (2 * a + 1) * (a + 1 + b + c) * ∑ᶠ k : ℤ, summand a b c k := by
  -- a shift of k does not change a sum over all integers
  have shift : ∑ᶠ k : ℤ, (((a : ℝ) + 1 + k) * (b + k) * (c + k)) * summand (a + 1) b c k
      = ∑ᶠ k : ℤ, (-(((a : ℝ) + 1 - k) * (b - k) * (c - k))) * summand (a + 1) b c k := by
    refine (finsum_comp_equiv (Equiv.addRight (1 : ℤ))).symm.trans (finsum_congr fun k => ?_)
    have h := summand_succ (a + 1) b c k
    simp only [Equiv.coe_addRight]
    push_cast at h ⊢
    linear_combination h
  -- the difference of the two weights combines the sums for a + 1 and for a
  have key : ∑ᶠ k : ℤ, ((((a : ℝ) + 1 + k) * (b + k) * (c + k)) * summand (a + 1) b c k
        - (-(((a : ℝ) + 1 - k) * (b - k) * (c - k))) * summand (a + 1) b c k)
      = ∑ᶠ k : ℤ, ((2 * ((a : ℝ) + 1) * (a + 1 + b) * (a + 1 + c)) * summand (a + 1) b c k
        - (2 * ((a : ℝ) + 1 + b + c) * (2 * a + 2) * (2 * a + 1)) * summand a b c k) := by
    refine finsum_congr fun k => ?_
    have h : ((a : ℝ) + 1 + k) * (a + 1 - k) * summand (a + 1) b c k
        = (2 * a + 2) * (2 * a + 1) * summand a b c k := by
      unfold summand
      linear_combination
        (-1 : ℝ) ^ k * binom (2 * b) (b + k) * binom (2 * c) (c + k) * binom_row a k
    linear_combination (-2 * ((a : ℝ) + 1 + b + c)) * h
  rw [finsum_sub_distrib (finite_support _ _ _ _) (finite_support _ _ _ _),
    finsum_sub_distrib (finite_support _ _ _ _) (finite_support _ _ _ _), shift, sub_self,
    ← mul_finsum (summand (a + 1) b c), ← mul_finsum (summand a b c)] at key
  have hn : 2 * ((a : ℝ) + 1) ≠ 0 := by positivity
  apply mul_left_cancel₀ hn
  linear_combination -key
```

Write n = a+1, let T′ be the summand with a replaced by n, and let S(a) be the sum of T. Shifting k by one and using the previous relation for T′,

Σ (n+k)(b+k)(c+k) T′(k) = -Σ (n-k)(b-k)(c-k) T′(k).

This is `shift`. Bring both sums to the left. The combined weight is

(n+k)(b+k)(c+k) + (n-k)(b-k)(c-k)
= 2nbc + 2(n+b+c)k²
= 2n(n+b)(n+c) - 2(n+b+c)(n²-k²).

The row relation gives (n²-k²) T′(k) = 2n(2a+1) T(k), so `key` becomes

0 = 2n(n+b)(n+c) S(a+1) - 4n(2a+1)(n+b+c) S(a).

Dividing by 2n, which is positive, yields

(n+b)(n+c) S(a+1) = 2(2a+1)(n+b+c) S(a).

```lean
/-- Dixon's identity: the sum over all integers k of (-1)^k C(2a, a+k) C(2b, b+k) C(2c, c+k)
is a single ratio of factorials. -/
theorem dixon_identity (a b c : ℕ) :
    ∑ᶠ k : ℤ, summand a b c k
      = ((2 * a)! * (2 * b)! * (2 * c)! * (a + b + c)! : ℝ)
        / ((a)! * (b)! * (c)! * (a + b)! * (b + c)! * (c + a)!) := by
  have hf : ∀ n : ℕ, ((n)! : ℝ) ≠ 0 := fun n => by positivity
  induction a with
  | zero =>
    -- only k = 0 contributes
    rw [finsum_eq_single _ 0 fun k hk => summand_zero 0 b c (by omega)]
    have h1 := hf b
    have h2 := hf c
    have h3 := hf (b + c)
    rw [summand, binom_center, binom_center, binom_center]
    simp only [zpow_zero, mul_zero, zero_add, add_zero, Nat.factorial_zero, Nat.cast_one]
    field_simp
  | succ a ih =>
    have e1 : ((2 * (a + 1))! : ℝ) = (2 * a + 2) * (2 * a + 1) * (2 * a)! := by
      rw [show 2 * (a + 1) = 2 * a + 1 + 1 by ring, Nat.factorial_succ, Nat.factorial_succ]
      push_cast; ring
    have e2 : ((a + 1 + b + c)! : ℝ) = (a + 1 + b + c) * (a + b + c)! := by
      rw [show a + 1 + b + c = a + b + c + 1 by ring, Nat.factorial_succ]
      push_cast; ring
    have e3 : ((a + 1)! : ℝ) = (a + 1) * (a)! := by
      rw [Nat.factorial_succ]; push_cast; ring
    have e4 : ((a + 1 + b)! : ℝ) = (a + 1 + b) * (a + b)! := by
      rw [show a + 1 + b = a + b + 1 by ring, Nat.factorial_succ]
      push_cast; ring
    have e5 : ((c + (a + 1))! : ℝ) = (a + 1 + c) * (c + a)! := by
      rw [show c + (a + 1) = c + a + 1 by ring, Nat.factorial_succ]
      push_cast; ring
    have p1 : (a : ℝ) + 1 ≠ 0 := by positivity
    have p2 : (a : ℝ) + 1 + b ≠ 0 := by positivity
    have p3 : (a : ℝ) + 1 + c ≠ 0 := by positivity
    have h1 := hf a
    have h2 := hf b
    have h3 := hf c
    have h4 := hf (a + b)
    have h5 := hf (b + c)
    have h6 := hf (c + a)
    apply mul_left_cancel₀ (mul_ne_zero p2 p3)
    rw [sum_recursion, ih, e1, e2, e3, e4, e5]
    field_simp
```

The theorem states

S(a) = (2a)!(2b)!(2c)!(a+b+c)! / [a! b! c! (a+b)!(b+c)!(c+a)!].

This is the binomial form of Dixon's identity, narrower than the hypergeometric summation of the same name.

The proof is by induction on a. At a = 0 only k = 0 contributes, and both sides equal (2b)!(2c)!/(b!c!)². When a becomes n = a+1, the right side gains the factor

(2a+2)(2a+1)(n+b+c) / [n(n+b)(n+c)] = 2(2a+1)(n+b+c) / [(n+b)(n+c)],

which is the factor in the recursion. Equations `e1` to `e5` peel off the new factorial factors, and `field_simp` clears denominators.

```lean
/-- The alternating sum of the cubes of the binomials C(2a, a+k) is (3a)!/(a!)³. -/
theorem sum_cubes (a : ℕ) :
    ∑ᶠ k : ℤ, (-1 : ℝ) ^ k * binom (2 * a) (a + k) ^ 3 = ((3 * a)! : ℝ) / (a)! ^ 3 := by
  have h := dixon_identity a a a
  rw [show a + a + a = 3 * a by ring, show a + a = 2 * a by ring] at h
  have h1 : ((a)! : ℝ) ≠ 0 := by positivity
  have h2 : ((2 * a)! : ℝ) ≠ 0 := by positivity
  calc _ = ∑ᶠ k : ℤ, summand a a a k := finsum_congr fun k => by unfold summand; ring
    _ = _ := by rw [h]; field_simp
```

For a = b = c the summand is (-1)ᵏ C(2a, a+k)³. The factors (2a)!³ cancel, leaving (3a)!/(a!)³.

## The coefficient and its phase

```lean
/-- With l₁ = b+c, l₂ = c+a and l₃ = a+b, Racah's sum for zero projections is (-1)^c times the
alternating sum of Dixon's identity. -/
theorem racah_sum (a b c : ℕ) :
    ∑ᶠ t : ℤ, (-1 : ℝ) ^ t * binom (2 * c) t * binom (2 * b) ((b + c : ℕ) - t)
        * binom (2 * a) ((c + a : ℕ) - t)
      = (-1) ^ c * ∑ᶠ k : ℤ, summand a b c k := by
  rw [mul_finsum (summand a b c)]
  refine (finsum_comp_equiv (Equiv.addRight (c : ℤ))).symm.trans (finsum_congr fun k => ?_)
  have hb : binom (2 * b) ((b + c : ℕ) - (k + c)) = binom (2 * b) (b + k) := by
    rw [← binom_symm (2 * b) (b + k)]
    congr 1; push_cast; ring
  have ha : binom (2 * a) ((c + a : ℕ) - (k + c)) = binom (2 * a) (a + k) := by
    rw [← binom_symm (2 * a) (a + k)]
    congr 1; push_cast; ring
  simp only [Equiv.coe_addRight]
  rw [ha, hb, zpow_add₀ (by norm_num), zpow_natCast, add_comm k (c : ℤ)]
  unfold summand
  ring
```

Put t = c+k in Racah's sum. The lower indices become c+k, b-k and a-k; reflection turns the last two into b+k and a+k. Since (-1)ᵗ = (-1)ᶜ(-1)ᵏ, the sum is (-1)ᶜ S(a).

```lean
/-- Closed form of ⟨l₁ 0 l₂ 0 | l₃ 0⟩ for l₁ = b+c, l₂ = c+a, l₃ = a+b, with phase (-1)^c. -/
theorem cgZero_closed_form (a b c : ℕ) :
    cgZero (b + c) (c + a) (a + b)
      = (-1) ^ c * √((2 * ((a + b : ℕ) : ℝ) + 1) * (2 * a)! * (2 * b)! * (2 * c)!
          / (2 * (a + b + c) + 1)!)
        * ((a + b + c)! / ((a)! * (b)! * (c)!)) := by
  unfold cgZero
  rw [show b + c + (c + a) - (a + b) = 2 * c by omega,
    show b + c + (a + b) - (c + a) = 2 * b by omega,
    show c + a + (a + b) - (b + c) = 2 * a by omega,
    show b + c + (c + a) + (a + b) + 1 = 2 * (a + b + c) + 1 by ring,
    racah_sum, dixon_identity]
  -- the square root is a common factor
  generalize √((2 * ((a + b : ℕ) : ℝ) + 1) * (2 * a)! * (2 * b)! * (2 * c)!
    / (2 * (a + b + c) + 1)!) = s
  have hf : ∀ n : ℕ, ((n)! : ℝ) ≠ 0 := fun n => by positivity
  have h1 := hf a
  have h2 := hf b
  have h3 := hf c
  have h4 := hf (a + b)
  have h5 := hf (b + c)
  have h6 := hf (c + a)
  have h7 := hf (2 * a)
  have h8 := hf (2 * b)
  have h9 := hf (2 * c)
  field_simp
```

Inserting Dixon's value into Racah's formula cancels (a+b)!(b+c)!(c+a)! and the (2a)!(2b)!(2c)! outside the root:

⟨l₁ 0 l₂ 0 | l₃ 0⟩ = (-1)ᶜ √[(2l₃+1)(2a)!(2b)!(2c)!/(2(a+b+c)+1)!] · (a+b+c)!/(a! b! c!).

In the proof, `omega` evaluates the subtractions, such as l₁+l₂-l₃ = 2c, and `generalize` replaces the common square root by a single letter. The phase exponent is c = (l₁+l₂-l₃)/2.

```lean
/-- The coefficient ⟨l₁ 0 l₂ 0 | l₃ 0⟩ with l₁ = b+c, l₂ = c+a, l₃ = a+b is never zero. -/
theorem cgZero_ne_zero (a b c : ℕ) : cgZero (b + c) (c + a) (a + b) ≠ 0 := by
  rw [cgZero_closed_form]
  have hs : (-1 : ℝ) ^ c ≠ 0 := pow_ne_zero _ (by norm_num)
  refine mul_ne_zero (mul_ne_zero hs ?_) ?_ <;> positivity

end

end ZeroProjectionClebschGordan
```

The phase is ±1 and the other factors are positive, so the coefficient is never zero for these triples. Triples with odd sum, where parity forces the coefficient to vanish, are not treated here.

```lean
#print axioms ZeroProjectionClebschGordan.dixon_identity
#print axioms ZeroProjectionClebschGordan.sum_cubes
#print axioms ZeroProjectionClebschGordan.cgZero_ne_zero
```

```
'ZeroProjectionClebschGordan.dixon_identity' depends on axioms: [propext, Classical.choice, Quot.sound]
'ZeroProjectionClebschGordan.sum_cubes' depends on axioms: [propext, Classical.choice, Quot.sound]
'ZeroProjectionClebschGordan.cgZero_ne_zero' depends on axioms: [propext, Classical.choice, Quot.sound]
```
